# Summed squared electron-phonon couplings survive unitary rotations within degenerate levels; a single squared coupling need not

## Which electron-phonon strengths depend on the choice of degenerate states?

Let $g_{abc}$ be the complex matrix element for scattering from an initial electronic state $b$ to a final state $a$ through phonon mode $c$, with each index running over a finite set. In a degenerate level the basis is arbitrary, so I may choose new final states $\sum_a U_{am}|a\rangle$, new initial states $\sum_b V_{bn}|b\rangle$ and new modes with eigenvectors $\sum_c W_{cv}e_c$, where $U$, $V$, $W$ are unitary. The couplings become

$$g'_{mnv}=\sum_{a,b,c}\overline{U_{am}}\,g_{abc}\,V_{bn}\,W_{cv}.$$

I believe that $\sum|g'_{mnv}|^2=\sum|g_{abc}|^2$, although a single $|g_{mnv}|^2$ can change. Does the sum rule still hold when several levels are present and each term carries a weight that depends on energies and frequencies, as in a scattering rate? I would like a full derivation and a proof checked by Lean.

## The weighted sum is invariant if the rotations respect the levels

Give the final states energies $\varepsilon_a$, the initial states energies $\eta_b$ and the modes frequencies $\omega_c$. Let $F$ be any real function of three real variables. If $U$, $V$ and $W$ are unitary and mix only states of equal energy or modes of equal frequency, then

$$\sum_{m,n,v}F(\varepsilon_m,\eta_n,\omega_v)\,|g'_{mnv}|^2=\sum_{m,n,v}F(\varepsilon_m,\eta_n,\omega_v)\,|g_{mnv}|^2 .$$

For $F=1$ the condition on the levels is not needed, and any unitary matrices will do. The result is then an identity for the array $g'$ defined above: if different levels are mixed, its entries need not be couplings between energy eigenstates through normal modes.

### One index at a time

Unitarity gives $\sum_m U_{am}\overline{U_{bm}}=\delta_{ab}$. For vectors $x$ and $y$, rotating a conjugated (final-state) index therefore gives

$$\sum_m\Big(\sum_a\overline{U_{am}}x_a\Big)\overline{\Big(\sum_b\overline{U_{bm}}y_b\Big)}
=\sum_{a,b}x_a\overline{y_b}\sum_m\overline{U_{am}}U_{bm}=\sum_a x_a\overline{y_a}.$$

For an unconjugated index, the inner sum is $\sum_m U_{am}\overline{U_{bm}}$ instead, with the same result.

Now build the rotation in three stages:

$$L_{abv}=\sum_c g_{abc}W_{cv},\qquad K_{anv}=\sum_b L_{abv}V_{bn},\qquad g'_{mnv}=\sum_a\overline{U_{am}}K_{anv}.$$

Do the same for a second array $h$. Each stage rotates one index while the other two are held fixed, so each preserves the Hermitian product, and

$$\sum_{m,n,v}g'_{mnv}\overline{h'_{mnv}}=\sum_{a,b,c}g_{abc}\overline{h_{abc}}.$$

### Adding the weight

Let $\tilde g_{abc}=F(\varepsilon_a,\eta_b,\omega_c)\,g_{abc}$. In the sum for $\tilde g'_{mnv}$, a term can be nonzero only if $U_{am}$, $V_{bn}$ and $W_{cv}$ are all nonzero. Then $\varepsilon_a=\varepsilon_m$, $\eta_b=\eta_n$ and $\omega_c=\omega_v$, so the weight is the same in every surviving term and comes out of the sum:

$$\tilde g'_{mnv}=F(\varepsilon_m,\eta_n,\omega_v)\,g'_{mnv}.$$

Inserting $\tilde g$ and $g$ into the invariant Hermitian product gives the weighted sum rule, because $z\bar z=|z|^2$.

### Two small examples

Take two final states of equal energy, two initial states and one mode, with $g=\mathrm{diag}(1,0)$. Let $V$ and $W$ be identities and

$$U=\frac1{\sqrt2}\begin{pmatrix}1&1\\1&-1\end{pmatrix},\qquad
g'=U^\dagger g=\frac1{\sqrt2}\begin{pmatrix}1&0\\1&0\end{pmatrix}.$$

The first squared coupling falls from $1$ to $1/2$. The missing half has moved to the other final state, and the total remains $1$.

For the weighted rule, take one initial state, one mode and three final states with energies $0,0,1$ and couplings $(3,4i,2)$. Let the weight be $2$ at energy $0$ and $5$ at energy $1$. The weighted sum is $2(9+16)+5\cdot4=70$. Applying the same $2\times2$ matrix to the degenerate pair gives $(3\pm4i)/\sqrt2$, each with squared modulus $25/2$, and the sum is still $70$. Applying it to the second and third states, which are not degenerate, gives squared moduli $9,10,10$ and the sum $2\cdot9+2\cdot10+5\cdot10=88$. Unitarity alone is thus not enough for a general weight.

### What the Lean statements say

The types `ι`, `κ` and `μ` are the finite sets of final states, initial states and phonon modes. They are independent, so they may differ in size. A coupling array is any function `g : ι → κ → μ → ℂ`, and `gaugeRotate U V W g m n v` is $g'_{mnv}$, with `star` for complex conjugation. The new states are the columns of the matrices, and only the final-state matrix is conjugated.

The main theorem is `weighted_strength_invariant`. Its hypotheses `hU`, `hV` and `hW` say that the matrices are unitary. The hypothesis `hε : ∀ a m, U a m ≠ 0 → ε a = ε m` says that $U$ connects only states of equal energy; `hη` and `hω` do the same for $V$ and $W$. These conditions express the freedom that a diagonalisation leaves: inside a degenerate level any orthonormal basis is an eigenbasis, while states of different energy may not be mixed.

There are two special cases. `total_strength_invariant` is the unweighted rule, with no energies in its statement. `mode_strength_invariant` keeps one phonon mode `v` fixed, sets $W$ to the identity and sums over electronic states only. Finally, `single_coupling_changes` records the values $1$ and $1/2$ from the first example; Lean counts from zero, so $g_{11}$ is `diagCoupling 0 0 0`.

The couplings are arbitrary numbers here, not computed from a self-consistent potential, and the energies are labels, not eigenvalues of a Hamiltonian in the file. Degeneracy means exact equality. The sums are finite, as for a fixed pair of wavevectors or a finite grid, and no limit to a Brillouin-zone integral is taken.

```lean
import Mathlib

open Matrix

namespace ElectronPhononGauge

noncomputable section

variable {ι κ μ : Type*} [Fintype ι] [Fintype κ] [Fintype μ]

/-- The electron-phonon couplings after the final states, initial states and phonon modes
are recombined by the matrices `U`, `V` and `W`. -/
def gaugeRotate (U : Matrix ι ι ℂ) (V : Matrix κ κ ℂ) (W : Matrix μ μ ℂ)
    (g : ι → κ → μ → ℂ) (m : ι) (n : κ) (v : μ) : ℂ :=
  ∑ a, ∑ b, ∑ c, star (U a m) * g a b c * V b n * W c v

/-- A weight that depends only on energies and frequencies passes through the rotation,
if the rotation mixes only states of equal energy and modes of equal frequency. -/
theorem gaugeRotate_weight {U : Matrix ι ι ℂ} {V : Matrix κ κ ℂ} {W : Matrix μ μ ℂ}
    (ε : ι → ℝ) (η : κ → ℝ) (ω : μ → ℝ) (F : ℝ → ℝ → ℝ → ℝ)
    (hε : ∀ a m, U a m ≠ 0 → ε a = ε m) (hη : ∀ b n, V b n ≠ 0 → η b = η n)
    (hω : ∀ c v, W c v ≠ 0 → ω c = ω v) (g : ι → κ → μ → ℂ) (m : ι) (n : κ) (v : μ) :
    gaugeRotate U V W (fun a b c => (F (ε a) (η b) (ω c) : ℂ) * g a b c) m n v
      = (F (ε m) (η n) (ω v) : ℂ) * gaugeRotate U V W g m n v := by
  simp only [gaugeRotate, Finset.mul_sum]
  refine Finset.sum_congr rfl fun a _ => Finset.sum_congr rfl fun b _ =>
    Finset.sum_congr rfl fun c _ => ?_
  -- a term survives only if all three matrix elements connect degenerate levels
  by_cases h1 : U a m = 0
  · simp [h1]
  by_cases h2 : V b n = 0
  · simp [h2]
  by_cases h3 : W c v = 0
  · simp [h3]
  rw [hε a m h1, hη b n h2, hω c v h3]
  ring

variable [DecidableEq ι] [DecidableEq κ] [DecidableEq μ]

/-- A unitary recombination of one unconjugated index preserves the Hermitian product. -/
theorem ket_index_invariant {U : Matrix ι ι ℂ} (hU : U ∈ unitaryGroup ι ℂ) (x y : ι → ℂ) :
    ∑ m, (∑ a, x a * U a m) * star (∑ a, y a * U a m) = ∑ a, x a * star (y a) := by
  have h : (x ᵥ* U) ⬝ᵥ star (y ᵥ* U) = x ⬝ᵥ star y := by
    rw [Matrix.star_vecMul, Matrix.dotProduct_mulVec, Matrix.vecMul_vecMul,
      ← Matrix.star_eq_conjTranspose, Matrix.mem_unitaryGroup_iff.mp hU, Matrix.vecMul_one]
  exact h

/-- A unitary recombination of one conjugated index preserves the Hermitian product. -/
theorem bra_index_invariant {U : Matrix ι ι ℂ} (hU : U ∈ unitaryGroup ι ℂ) (x y : ι → ℂ) :
    ∑ m, (∑ a, star (U a m) * x a) * star (∑ a, star (U a m) * y a)
      = ∑ a, x a * star (y a) := by
  have h : (Uᴴ *ᵥ x) ⬝ᵥ star (Uᴴ *ᵥ y) = x ⬝ᵥ star y := by
    rw [Matrix.star_mulVec, Matrix.conjTranspose_conjTranspose, dotProduct_comm,
      ← Matrix.dotProduct_mulVec, Matrix.mulVec_mulVec, ← Matrix.star_eq_conjTranspose,
      Matrix.mem_unitaryGroup_iff.mp hU, Matrix.one_mulVec, dotProduct_comm]
  exact h

/-- The Hermitian product of two coupling arrays is unchanged when both are rotated by the
same unitary matrices. -/
theorem gaugeRotate_inner {U : Matrix ι ι ℂ} {V : Matrix κ κ ℂ} {W : Matrix μ μ ℂ}
    (hU : U ∈ unitaryGroup ι ℂ) (hV : V ∈ unitaryGroup κ ℂ) (hW : W ∈ unitaryGroup μ ℂ)
    (g h : ι → κ → μ → ℂ) :
    ∑ m, ∑ n, ∑ v, gaugeRotate U V W g m n v * star (gaugeRotate U V W h m n v)
      = ∑ a, ∑ b, ∑ c, g a b c * star (h a b c) := by
  -- L has the phonon index rotated, K the phonon and initial-state indices
  let L : (ι → κ → μ → ℂ) → ι → κ → μ → ℂ := fun g a b v => ∑ c, g a b c * W c v
  let K : (ι → κ → μ → ℂ) → ι → κ → μ → ℂ := fun g a n v => ∑ b, L g a b v * V b n
  have nested : ∀ g m n v,
      gaugeRotate U V W g m n v = ∑ a, star (U a m) * K g a n v := by
    intro g m n v
    simp only [gaugeRotate, K, L, Finset.mul_sum, Finset.sum_mul]
    refine Finset.sum_congr rfl fun a _ => Finset.sum_congr rfl fun b _ =>
      Finset.sum_congr rfl fun c _ => ?_
    ring
  calc ∑ m, ∑ n, ∑ v, gaugeRotate U V W g m n v * star (gaugeRotate U V W h m n v)
      = ∑ n, ∑ v, ∑ m, gaugeRotate U V W g m n v * star (gaugeRotate U V W h m n v) := by
        rw [Finset.sum_comm]
        exact Finset.sum_congr rfl fun n _ => Finset.sum_comm
    _ = ∑ n, ∑ v, ∑ a, K g a n v * star (K h a n v) := by
        simp only [nested]
        exact Finset.sum_congr rfl fun n _ => Finset.sum_congr rfl fun v _ =>
          bra_index_invariant hU (fun a => K g a n v) (fun a => K h a n v)
    _ = ∑ v, ∑ a, ∑ n, K g a n v * star (K h a n v) := by
        rw [Finset.sum_comm]
        exact Finset.sum_congr rfl fun v _ => Finset.sum_comm
    _ = ∑ v, ∑ a, ∑ b, L g a b v * star (L h a b v) :=
        Finset.sum_congr rfl fun v _ => Finset.sum_congr rfl fun a _ =>
          ket_index_invariant hV (fun b => L g a b v) (fun b => L h a b v)
    _ = ∑ a, ∑ b, ∑ v, L g a b v * star (L h a b v) := by
        rw [Finset.sum_comm]
        exact Finset.sum_congr rfl fun a _ => Finset.sum_comm
    _ = ∑ a, ∑ b, ∑ c, g a b c * star (h a b c) :=
        Finset.sum_congr rfl fun a _ => Finset.sum_congr rfl fun b _ =>
          ket_index_invariant hW (g a b) (h a b)

/-- Summed squared couplings, weighted by any real function of the energies and frequencies,
are unchanged by unitary rotations that mix only degenerate states and degenerate modes. -/
theorem weighted_strength_invariant {U : Matrix ι ι ℂ} {V : Matrix κ κ ℂ} {W : Matrix μ μ ℂ}
    (hU : U ∈ unitaryGroup ι ℂ) (hV : V ∈ unitaryGroup κ ℂ) (hW : W ∈ unitaryGroup μ ℂ)
    (ε : ι → ℝ) (η : κ → ℝ) (ω : μ → ℝ) (F : ℝ → ℝ → ℝ → ℝ)
    (hε : ∀ a m, U a m ≠ 0 → ε a = ε m) (hη : ∀ b n, V b n ≠ 0 → η b = η n)
    (hω : ∀ c v, W c v ≠ 0 → ω c = ω v) (g : ι → κ → μ → ℂ) :
    ∑ m, ∑ n, ∑ v, F (ε m) (η n) (ω v) * ‖gaugeRotate U V W g m n v‖ ^ 2
      = ∑ m, ∑ n, ∑ v, F (ε m) (η n) (ω v) * ‖g m n v‖ ^ 2 := by
  have key : ∀ z : ℂ, z * star z = ((‖z‖ ^ 2 : ℝ) : ℂ) := by
    intro z
    rw [← Complex.normSq_eq_norm_sq]
    exact Complex.mul_conj z
  -- put the weight on one factor of the invariant Hermitian product
  have h := gaugeRotate_inner hU hV hW
    (fun a b c => (F (ε a) (η b) (ω c) : ℂ) * g a b c) g
  simp only [gaugeRotate_weight ε η ω F hε hη hω, mul_assoc, key] at h
  exact_mod_cast h

/-- The sum of squared couplings over complete index sets is the same before and after
unitary rotations of the electronic states and phonon modes. -/
theorem total_strength_invariant {U : Matrix ι ι ℂ} {V : Matrix κ κ ℂ} {W : Matrix μ μ ℂ}
    (hU : U ∈ unitaryGroup ι ℂ) (hV : V ∈ unitaryGroup κ ℂ) (hW : W ∈ unitaryGroup μ ℂ)
    (g : ι → κ → μ → ℂ) :
    ∑ m, ∑ n, ∑ v, ‖gaugeRotate U V W g m n v‖ ^ 2 = ∑ m, ∑ n, ∑ v, ‖g m n v‖ ^ 2 := by
  simpa using weighted_strength_invariant hU hV hW (fun _ => 0) (fun _ => 0) (fun _ => 0)
    (fun _ _ _ => 1) (fun _ _ _ => rfl) (fun _ _ _ => rfl) (fun _ _ _ => rfl) g

/-- With the phonon modes held fixed, the squared coupling to each single mode, summed over
the electronic states, is unchanged by unitary rotations of those states. -/
theorem mode_strength_invariant {U : Matrix ι ι ℂ} {V : Matrix κ κ ℂ}
    (hU : U ∈ unitaryGroup ι ℂ) (hV : V ∈ unitaryGroup κ ℂ) (g : ι → κ → μ → ℂ) (v : μ) :
    ∑ m, ∑ n, ‖gaugeRotate U V 1 g m n v‖ ^ 2 = ∑ m, ∑ n, ‖g m n v‖ ^ 2 := by
  have h := total_strength_invariant hU hV (one_mem (unitaryGroup Unit ℂ))
    (fun a b _ => g a b v)
  simpa [gaugeRotate, Matrix.one_apply] using h

/-- The two-state Hadamard matrix. -/
def hadamard : Matrix (Fin 2) (Fin 2) ℂ :=
  !![(((√2)⁻¹ : ℝ) : ℂ), (((√2)⁻¹ : ℝ) : ℂ); (((√2)⁻¹ : ℝ) : ℂ), -(((√2)⁻¹ : ℝ) : ℂ)]

/-- The coupling array diag(1, 0) between two pairs of states, with a single phonon mode. -/
def diagCoupling : Fin 2 → Fin 2 → Fin 1 → ℂ := fun a b _ => !![1, 0; 0, 0] a b

/-- The Hadamard matrix is unitary. -/
theorem hadamard_unitary : hadamard ∈ unitaryGroup (Fin 2) ℂ := by
  have hr : (√2)⁻¹ * (√2)⁻¹ = (1 / 2 : ℝ) := by
    rw [← mul_inv, Real.mul_self_sqrt (by norm_num)]
    norm_num
  rw [Matrix.mem_unitaryGroup_iff, hadamard]
  generalize (√2)⁻¹ = r at hr ⊢
  have hc : (r : ℂ) * r = 1 / 2 := by
    rw [← Complex.ofReal_mul, hr]
    norm_num
  ext i j
  fin_cases i <;> fin_cases j <;>
    simp [Matrix.mul_apply, Fin.sum_univ_succ, Matrix.star_apply] <;>
    linear_combination 2 * hc

/-- A single squared coupling is not invariant: rotating the final states of diag(1, 0) by the
Hadamard matrix changes the squared modulus of its first element from 1 to 1/2. -/
theorem single_coupling_changes :
    ‖diagCoupling 0 0 0‖ ^ 2 = 1 ∧
      ‖gaugeRotate hadamard 1 1 diagCoupling 0 0 0‖ ^ 2 = 1 / 2 := by
  constructor
  · simp [diagCoupling]
  · have h : gaugeRotate hadamard 1 1 diagCoupling 0 0 0 = (((√2)⁻¹ : ℝ) : ℂ) := by
      simp [gaugeRotate, hadamard, diagCoupling, Fin.sum_univ_succ]
    rw [h, Complex.norm_real, Real.norm_eq_abs, sq_abs, inv_pow, Real.sq_sqrt (by norm_num)]
    norm_num

end

end ElectronPhononGauge
```

```lean
#print axioms ElectronPhononGauge.mode_strength_invariant
#print axioms ElectronPhononGauge.hadamard_unitary
#print axioms ElectronPhononGauge.single_coupling_changes
```

```
'ElectronPhononGauge.mode_strength_invariant' depends on axioms: [propext, Classical.choice, Quot.sound]
'ElectronPhononGauge.hadamard_unitary' depends on axioms: [propext, Classical.choice, Quot.sound]
'ElectronPhononGauge.single_coupling_changes' depends on axioms: [propext, Classical.choice, Quot.sound]
```

### From the derivation to the Lean proof

`gaugeRotate_weight` is the step that takes the weight out of the sum. It compares the two sides term by term. The three `by_cases` lines dispose of terms with a vanishing matrix element; in the remaining case the hypotheses replace `ε a`, `η b` and `ω c` by `ε m`, `η n` and `ω v`, and `ring` reorders the factors.

`ket_index_invariant` and `bra_index_invariant` are the two one-index identities. They are proved in matrix form: the sums are written as dot products of transformed vectors, the two matrices are brought together, and `Matrix.mem_unitaryGroup_iff` replaces $UU^\dagger$ by the identity.

`gaugeRotate_inner` combines them. Its local definitions `L` and `K` are the arrays $L$ and $K$ above, and `nested` shows that the triple sum equals the three-stage rotation. The `calc` chain then removes $U$, $V$ and $W$ in that order. Between these steps, `Finset.sum_comm` moves the index to be treated into the innermost sum.

In `weighted_strength_invariant`, the Hermitian product is applied to the weighted array and to `g` itself. The lemma `gaugeRotate_weight` extracts the weight, `key` turns $z\bar z$ into $|z|^2$, and `exact_mod_cast` passes from an equation between complex numbers to one between real numbers.

The unweighted theorem follows by setting all energies and frequencies to zero and $F$ to one, which makes the level conditions trivial. The fixed-mode theorem applies the unweighted one to an array with a single mode, the chosen `v`.

For the example, `hadamard_unitary` first shows that $(1/\sqrt2)^2=1/2$ and then checks the matrix product entry by entry. `single_coupling_changes` evaluates the rotated element as $1/\sqrt2$ and squares its modulus.

### Comparing couplings between runs

Two runs of a density functional perturbation theory calculation can return different bases for the same degenerate level, and their individual couplings may then disagree even though the physics is the same. For finite sets of states with exact degeneracies, a basis-independent quantity to compare is the sum of $|g|^2$ over complete multiplets, or that sum divided by the number of terms. Choosing $F$ equal to one on a selected triple of levels and zero elsewhere gives this multiplet sum.

In NumPy the rotation is

`gp = np.einsum('am,abc,bn,cv->mnv', U.conj(), g, V, W)`

and `np.sum(abs(gp)**2)` should agree with `np.sum(abs(g)**2)` up to rounding.

In a golden-rule rate summed over initial states, final states and modes, $F$ can hold the equilibrium occupation factors at a given temperature and chemical potential, and an energy-conserving delta function broadened by a fixed width, since these depend only on energies and frequencies. The rate out of a single member of a degenerate initial level can still depend on the basis; its sum over the whole level does not. A band cutoff that splits a multiplet is different: it selects by state label, not by energy. In the first example, keeping only the first final state would give a strength of $1$ in one basis and $1/2$ in the other.
